# The correlated Gaussian $e^{-a(x^2+y^2)-g(x-y)^2}$ is square integrable on the plane exactly when $a>0$ and $a+2g>0$

Two particles move on a line, with positions $x$ and $y$. For real parameters $a$ and $g$, let

$$\psi(x,y)=\exp\!\left(-a(x^2+y^2)-g(x-y)^2\right).$$

The exponent $a$ is common to both particles; when $g=0$ and $a>0$, it alone sets how closely each is confined around the origin. The exponent $g$ couples them: the factor $e^{-g(x-y)^2}$ damps large separations when $g$ is positive and enhances them when $g$ is negative. The function is real and not normalised, so its squared norm is $\int\psi^2$, taken over $\mathbb R^2$ with the ordinary area measure. Both parameters have the dimension of an inverse squared length; in the formal development they are plain real numbers.

## The range of exponents and the norm

The claim is that $\psi$ is square integrable if and only if $a>0$ and $a+2g>0$, and that in this case

$$\int_{\mathbb R^2}\psi^2\,dx\,dy=\frac{\pi}{2\sqrt{a(a+2g)}}.$$

For fixed $a>0$ the condition reads $g>-a/2$, so moderately negative $g$ is allowed. In a variational calculation that uses this one-dimensional two-particle function with equal one-particle exponents, an optimiser may therefore let $g$ become negative, as long as it stays above $-a/2$. At fixed $a$ this broadens the distribution of the separation $x-y$, which remains a Gaussian centred at zero.

**Sum and difference coordinates.** Since $x^2+y^2=\tfrac12(x+y)^2+\tfrac12(x-y)^2$,

$$\psi(x,y)=e^{-\frac a2(x+y)^2}\,e^{-\frac{a+2g}{2}(x-y)^2}.$$

The two conditions say that each factor decays. The derivation below reaches the same conditions in the original coordinates, and gives the one-particle density along the way.

**Integrating over $y$.** Expanding the exponent gives

$$\psi(x,y)^2=\exp\!\left(-2(a+g)x^2+4gxy-2(a+g)y^2\right).$$

Fix $x$ and suppose first that $\psi(x,\cdot)^2$ is integrable. Then so is its reflection $y\mapsto\psi(x,-y)^2$, and

$$e^{2(a+g)x^2}\left(\psi(x,y)^2+\psi(x,-y)^2\right)=e^{-2(a+g)y^2}\left(e^{4gxy}+e^{-4gxy}\right)\ge e^{-2(a+g)y^2},$$

because one of the two exponentials in the bracket is at least $1$. Hence $e^{-2(a+g)y^2}$ is integrable, which forces $a+g>0$.

Conversely, let $a+g>0$. Completing the square in $y$ leaves $x^2$ with the coefficient

$$-2(a+g)+\frac{2g^2}{a+g}=-\frac{2\left((a+g)^2-g^2\right)}{a+g}=-\frac{2a(a+2g)}{a+g},$$

and therefore

$$\psi(x,y)^2=\exp\!\left(-\frac{2a(a+2g)}{a+g}x^2\right)\exp\!\left(-2(a+g)\Big(y-\frac{gx}{a+g}\Big)^2\right).$$

The second factor is a shifted Gaussian, so the integral over $y$ exists and equals

$$\rho(x)=\sqrt{\frac{\pi}{2(a+g)}}\;\exp\!\left(-\frac{2a(a+2g)}{a+g}x^2\right).$$

**Integrating over $x$.** Because $\psi^2\ge0$, the theorems of Fubini and Tonelli say that $\psi^2$ is integrable on the plane exactly when almost every section is integrable and $\rho$ is integrable. The first requirement gives $a+g>0$. Given that, the second holds exactly when $a(a+2g)>0$, so that $a$ and $a+2g$ have the same sign. Their sum is $2(a+g)>0$, so both are positive. In the other direction, if both are positive, then so are half their sum, $a+g$, and their product.

The remaining Gaussian integral gives the squared norm:

$$\sqrt{\frac{\pi}{2(a+g)}}\sqrt{\frac{\pi(a+g)}{2a(a+2g)}}=\frac{\pi}{2\sqrt{a(a+2g)}}.$$

Dividing $\rho$ by this value gives the one-particle density of the normalised state, in the convention where it integrates to one and not to the number of particles,

$$\sqrt{\frac{2a(a+2g)}{\pi(a+g)}}\;\exp\!\left(-\frac{2a(a+2g)}{a+g}x^2\right).$$

**The sign lost in the product.** The norm formula contains only $a(a+2g)$, and one can slip by taking $a(a+2g)>0$ as the whole condition. At $a=-1$, $g=0$ the formula returns the harmless-looking value $\pi/2$, while $\psi=e^{x^2+y^2}$ grows in every direction. The condition $a+g>0$ from the first integration is what excludes this case.

## The function and its algebra in Lean

```lean
import Mathlib

open MeasureTheory Real

namespace CorrelatedGaussianNorm

noncomputable section
```

The wave function is a real-valued function on pairs, with `p.1` standing for $x$ and `p.2` for $y$. No sign is imposed on `a` or `g`.

```lean
/-- The one-dimensional two-particle correlated Gaussian
`exp(-a(x² + y²) - g(x - y)²)`, as a function of the pair `(x, y)`. -/
def correlatedGaussian (a g : ℝ) : ℝ × ℝ → ℝ :=
  fun p => Real.exp (-a * (p.1 ^ 2 + p.2 ^ 2) - g * (p.1 - p.2) ^ 2)
```

The factorisation in $x+y$ and $x-y$ holds for all real parameters. The proof merges the two exponentials into one and leaves the identity between exponents to `ring`. The later proofs do not use it; it shows where the two conditions come from.

```lean
/-- The correlated Gaussian is a product of a Gaussian in `x + y` with exponent `a/2` and a
Gaussian in `x - y` with exponent `(a + 2g)/2`. -/
theorem factorisation (a g x y : ℝ) :
    correlatedGaussian a g (x, y) =
      Real.exp (-(a / 2) * (x + y) ^ 2) * Real.exp (-((a + 2 * g) / 2) * (x - y) ^ 2) := by
  rw [← Real.exp_add]
  unfold correlatedGaussian
  congr 1
  ring
```

Continuity supplies the measurability that the integration theorems ask for.

```lean
/-- The correlated Gaussian is a continuous function on the plane. -/
theorem continuous_correlatedGaussian (a g : ℝ) : Continuous (correlatedGaussian a g) := by
  unfold correlatedGaussian
  fun_prop
```

The next lemma is the completed square. It needs only $a+g\neq0$, since it is an algebraic identity and says nothing yet about convergence. After the exponentials are combined, `field_simp` clears the denominator $a+g$ and `ring` compares the two sides.

```lean
/-- If `a + g ≠ 0`, completing the square in `y` writes the squared correlated Gaussian as a
Gaussian in `x` times a shifted Gaussian in `y`. -/
theorem sq_eq_completed (a g x y : ℝ) (hs : a + g ≠ 0) :
    correlatedGaussian a g (x, y) ^ 2 =
      Real.exp (-(2 * (a * (a + 2 * g)) / (a + g)) * x ^ 2) *
        Real.exp (-(2 * (a + g)) * (y - g * x / (a + g)) ^ 2) := by
  rw [← Real.exp_add, sq, correlatedGaussian, ← Real.exp_add]
  congr 1
  field_simp
  ring
```

## One particle held fixed

`section_integrable_iff` states that, for any given $x$, the function $y\mapsto\psi(x,y)^2$ is integrable exactly when $a+g>0$.

In the forward direction, `hsum` is the integrable function formed from the values at $y$ and $-y$, multiplied by $e^{2(a+g)x^2}$. The identity `key` rewrites each term as $e^{-2(a+g)y^2+4gxy}$, with the appropriate sign of $y$. The case split on the sign of $gxy$ selects the term that dominates the pure Gaussian, and `mono'` turns this bound into integrability. Mathlib's criterion `integrable_exp_neg_mul_sq_iff` then gives the sign of $a+g$. The argument covers negative $a+g$ and also $a+g=0$, where no square in $y$ can be completed. The backward direction uses the completed square and the integrability of a shifted Gaussian.

```lean
/-- With the first particle held at `x`, the squared correlated Gaussian is integrable over the
position of the second particle exactly when `a + g > 0`. -/
theorem section_integrable_iff (a g x : ℝ) :
    Integrable (fun y : ℝ => correlatedGaussian a g (x, y) ^ 2) ↔ 0 < a + g := by
  constructor
  · intro h
    -- the values at y and -y together dominate a pure Gaussian in y
    have hsum := (h.add h.comp_neg).const_mul (Real.exp (2 * (a + g) * x ^ 2))
    have key : ∀ y : ℝ, Real.exp (2 * (a + g) * x ^ 2) * correlatedGaussian a g (x, y) ^ 2 =
        Real.exp (-(2 * (a + g)) * y ^ 2 + 4 * (g * x * y)) := by
      intro y
      rw [sq (correlatedGaussian a g (x, y)), correlatedGaussian, ← Real.exp_add,
        ← Real.exp_add]
      congr 1
      ring
    have hG : Integrable (fun y : ℝ => Real.exp (-(2 * (a + g)) * y ^ 2)) := by
      refine hsum.mono' (Continuous.aestronglyMeasurable (by fun_prop))
        (Filter.Eventually.of_forall fun y => ?_)
      change ‖Real.exp (-(2 * (a + g)) * y ^ 2)‖ ≤ Real.exp (2 * (a + g) * x ^ 2) *
        (correlatedGaussian a g (x, y) ^ 2 + correlatedGaussian a g (x, -y) ^ 2)
      rw [Real.norm_of_nonneg (Real.exp_pos _).le,
        mul_add (Real.exp (2 * (a + g) * x ^ 2)), key y, key (-y)]
      have p1 := Real.exp_pos (-(2 * (a + g)) * y ^ 2 + 4 * (g * x * y))
      have p2 := Real.exp_pos (-(2 * (a + g)) * (-y) ^ 2 + 4 * (g * x * (-y)))
      rcases le_total 0 (g * x * y) with ht | ht
      · have h1 : Real.exp (-(2 * (a + g)) * y ^ 2) ≤
            Real.exp (-(2 * (a + g)) * y ^ 2 + 4 * (g * x * y)) :=
          Real.exp_le_exp.2 (by linarith)
        linarith
      · have h1 : Real.exp (-(2 * (a + g)) * y ^ 2) ≤
            Real.exp (-(2 * (a + g)) * (-y) ^ 2 + 4 * (g * x * (-y))) :=
          Real.exp_le_exp.2 (by rw [neg_sq]; linarith)
        linarith
    have := integrable_exp_neg_mul_sq_iff.1 hG
    linarith
  · intro hs
    simp only [sq_eq_completed a g x _ hs.ne']
    have hb : 0 < 2 * (a + g) := by linarith
    exact ((integrable_exp_neg_mul_sq hb).comp_sub_right (g * x / (a + g))).const_mul _
```

The density $\rho$ follows. `hshift` removes the displacement $gx/(a+g)$ by translation invariance, and `integral_gaussian` evaluates what is left. The only hypothesis is $a+g>0$, so the resulting function of $x$ may still be constant or growing.

```lean
/-- If `a + g > 0`, integrating the squared correlated Gaussian over the position of the second
particle gives `√(π / (2(a + g))) * exp(-(2a(a + 2g)/(a + g)) x²)`, where `x` is the position of the
first. -/
theorem one_particle_density (a g x : ℝ) (hs : 0 < a + g) :
    ∫ y : ℝ, correlatedGaussian a g (x, y) ^ 2 =
      √(π / (2 * (a + g))) * Real.exp (-(2 * (a * (a + 2 * g)) / (a + g)) * x ^ 2) := by
  have hshift : ∫ y : ℝ, Real.exp (-(2 * (a + g)) * (y - g * x / (a + g)) ^ 2) =
      ∫ y : ℝ, Real.exp (-(2 * (a + g)) * y ^ 2) :=
    integral_sub_right_eq_self (fun y : ℝ => Real.exp (-(2 * (a + g)) * y ^ 2)) _
  simp only [sq_eq_completed a g x _ hs.ne']
  rw [integral_const_mul, hshift, integral_gaussian, mul_comm]
```

## Square integrability on the plane

In the main equivalence, `MemLp (correlatedGaussian a g) 2 volume` says that $\psi$ is measurable up to null sets and that its $L^2$ norm is finite; `volume` is Lebesgue measure on $\mathbb R\times\mathbb R$. The statement covers every real pair $(a,g)$.

The opening rewrites replace `MemLp` by integrability of $\psi^2$, and then, through `integrable_prod_iff`, by the two requirements of the Fubini–Tonelli step. The second of these contains the norm of $\psi^2$, which equals $\psi^2$ because squares are nonnegative; `hdens` records this and identifies the inner integral with $\rho$.

For necessity, a property that holds for almost every $x$ holds for at least one, and a single integrable section already gives $a+g>0$. Dividing $\rho$ by its positive prefactor leaves a pure Gaussian, whose integrability yields $a(a+2g)>0$. The final case split discards the possibility that both factors are negative. For sufficiency, every section is integrable and $\rho$ is a decaying Gaussian.

```lean
/-- The correlated Gaussian is square integrable on the plane if and only if `a > 0` and
`a + 2g > 0`. -/
theorem square_integrable_iff (a g : ℝ) :
    MemLp (correlatedGaussian a g) 2 volume ↔ 0 < a ∧ 0 < a + 2 * g := by
  have hc := continuous_correlatedGaussian a g
  have hm : AEStronglyMeasurable (fun p : ℝ × ℝ => correlatedGaussian a g p ^ 2)
      ((volume : Measure ℝ).prod volume) := (hc.pow 2).aestronglyMeasurable
  rw [memLp_two_iff_integrable_sq hc.aestronglyMeasurable, Measure.volume_eq_prod,
    integrable_prod_iff hm]
  -- the inner integral is the one-particle density
  have hdens : 0 < a + g → (fun x : ℝ => ∫ y : ℝ, ‖correlatedGaussian a g (x, y) ^ 2‖) =
      fun x : ℝ => √(π / (2 * (a + g))) *
        Real.exp (-(2 * (a * (a + 2 * g)) / (a + g)) * x ^ 2) := by
    intro hs
    funext x
    rw [← one_particle_density a g x hs]
    exact integral_congr_ae
      (Filter.Eventually.of_forall fun y => Real.norm_of_nonneg (sq_nonneg _))
  constructor
  · rintro ⟨h1, h2⟩
    obtain ⟨x, hx⟩ := h1.exists
    have hs : 0 < a + g := (section_integrable_iff a g x).1 hx
    have hpos : 0 < √(π / (2 * (a + g))) := Real.sqrt_pos.2 (by positivity)
    have h2' : Integrable (fun x : ℝ => ∫ y : ℝ, ‖correlatedGaussian a g (x, y) ^ 2‖) := h2
    rw [hdens hs] at h2'
    have h3 := h2'.const_mul (√(π / (2 * (a + g))))⁻¹
    simp only [inv_mul_cancel_left₀ hpos.ne'] at h3
    have h4 := mul_pos (integrable_exp_neg_mul_sq_iff.1 h3) hs
    rw [div_mul_cancel₀ _ hs.ne'] at h4
    have h5 : 0 < a * (a + 2 * g) := by linarith
    -- the two exponents have equal sign and positive sum
    rcases mul_pos_iff.1 h5 with h | h
    · exact h
    · linarith [h.1, h.2]
  · rintro ⟨ha, hg⟩
    have hs : 0 < a + g := by linarith
    refine ⟨Filter.Eventually.of_forall fun x => (section_integrable_iff a g x).2 hs, ?_⟩
    change Integrable (fun x : ℝ => ∫ y : ℝ, ‖correlatedGaussian a g (x, y) ^ 2‖)
    rw [hdens hs]
    exact (integrable_exp_neg_mul_sq (by positivity)).const_mul _
```

## The value of the squared norm

`squared_norm` assumes the two inequalities and evaluates the integral over the plane. The equivalence just proved supplies the integrability `hint`, which `integral_prod` needs in order to write the double integral as an iterated one. The inner integral is $\rho$ and the outer one is again Gaussian. The auxiliary identity `hroot`, used with $s=a+g$ and $m=a(a+2g)$, multiplies the two square roots, and $s$ cancels as it did by hand.

```lean
/-- For `a > 0` and `a + 2g > 0` the squared norm of the correlated Gaussian is
`π / (2 √(a(a + 2g)))`. -/
theorem squared_norm (a g : ℝ) (ha : 0 < a) (hg : 0 < a + 2 * g) :
    ∫ p : ℝ × ℝ, correlatedGaussian a g p ^ 2 = π / (2 * √(a * (a + 2 * g))) := by
  have hs : 0 < a + g := by linarith
  have hint : Integrable (fun p : ℝ × ℝ => correlatedGaussian a g p ^ 2)
      ((volume : Measure ℝ).prod volume) :=
    (memLp_two_iff_integrable_sq
      (continuous_correlatedGaussian a g).aestronglyMeasurable).1
      ((square_integrable_iff a g).2 ⟨ha, hg⟩)
  -- the product of the two Gaussian prefactors
  have hroot : ∀ s m : ℝ, 0 < s → 0 < m →
      √(π / (2 * s)) * √(π / (2 * m / s)) = π / (2 * √m) := by
    intro s m hs hm
    have h : π / (2 * s) * (π / (2 * m / s)) = (π / (2 * √m)) ^ 2 := by
      rw [div_pow, mul_pow, Real.sq_sqrt hm.le]
      field_simp
    rw [← Real.sqrt_mul (by positivity), h, Real.sqrt_sq (by positivity)]
  rw [Measure.volume_eq_prod, integral_prod _ hint]
  simp only [one_particle_density a g _ hs]
  rw [integral_const_mul, integral_gaussian]
  exact hroot _ _ hs (mul_pos ha hg)
```

## Negative coupling and the endpoint $g=-a/2$

For a decaying one-particle factor, $a>0$, the condition becomes a lower bound on $g$ alone. The proof only rearranges the inequality $a+2g>0$.

```lean
/-- For fixed `a > 0` the correlated Gaussian is square integrable exactly when `g > -a/2`. -/
theorem allowed_correlation_exponents (a g : ℝ) (ha : 0 < a) :
    MemLp (correlatedGaussian a g) 2 volume ↔ -a / 2 < g := by
  rw [square_integrable_iff]
  constructor
  · rintro ⟨_, h⟩
    linarith
  · intro h
    exact ⟨ha, by linarith⟩
```

At the excluded endpoint the function is $e^{-\frac a2(x+y)^2}$, a ridge that does not decay as the particles separate with $x+y$ fixed. Each section in $y$ still crosses the ridge and has a finite integral, because $a+g=a/2>0$. That integral is $\sqrt{\pi/a}$ for every $x$, so integrating it over the whole line diverges. The last theorem states both halves: all sections of $\psi^2$ are integrable, and $\psi$ is not square integrable. Testing convergence in one coordinate at a time would therefore miss the failure.

```lean
/-- At `g = -a/2` with `a > 0`, the squared function is integrable in `y` for every fixed `x`,
but the correlated Gaussian is not square integrable on the plane. -/
theorem endpoint_not_square_integrable (a : ℝ) (ha : 0 < a) :
    (∀ x : ℝ, Integrable (fun y : ℝ => correlatedGaussian a (-a / 2) (x, y) ^ 2)) ∧
      ¬ MemLp (correlatedGaussian a (-a / 2)) 2 volume := by
  refine ⟨fun x => (section_integrable_iff a (-a / 2) x).2 (by linarith), fun h => ?_⟩
  exact lt_irrefl _ ((allowed_correlation_exponents a (-a / 2) ha).1 h)

end

end CorrelatedGaussianNorm
```

```lean
#print axioms CorrelatedGaussianNorm.factorisation
-- 'CorrelatedGaussianNorm.factorisation' depends on axioms: [propext, Classical.choice, Quot.sound]
#print axioms CorrelatedGaussianNorm.squared_norm
-- 'CorrelatedGaussianNorm.squared_norm' depends on axioms: [propext, Classical.choice, Quot.sound]
#print axioms CorrelatedGaussianNorm.endpoint_not_square_integrable
-- 'CorrelatedGaussianNorm.endpoint_not_square_integrable' depends on axioms: [propext, Classical.choice, Quot.sound]
```

The theorems concern one function of two coordinates on a line, with the same exponent $a$ for both particles. Three-dimensional functions, unequal exponents, more particles and matrix elements of a Hamiltonian would need their own statements. The function is symmetric under exchange of $x$ and $y$, and spin does not enter.
